# The Chebyshev polynomials $U_n$ as characters of SU(2), and their maximum on $[-1,1]$

The trace of a rotation acting on a given spin, called the character, depends only on the rotation angle. It is a finite sum of phases, one for each magnetic quantum number. The problem is to express it as a polynomial in the cosine of half the rotation angle, and to find how large it can become. Such traces are used to work out how a level of given angular momentum splits when the symmetry is lowered; the results below concern a single spin multiplet of finite dimension, rotated about its quantisation axis.

```lean
import Mathlib

open Polynomial.Chebyshev

namespace ChebyshevCharacter

noncomputable section
```

Let $n = 0, 1, 2, \dots$ be twice the spin, so that the multiplet has $n+1$ states. In units of $\hbar$, and in its own eigenbasis, the operator $J_z$ is the diagonal matrix with entries $n/2 - k$ for $k = 0, \dots, n$. The index $k$ counts downwards from the highest state. In Lean the rows and columns are labelled by `Fin (n + 1)`, the integers from $0$ to $n$.

```lean
/-- The operator `J_z` (in units of `ħ`) for spin `n/2`, in its eigenbasis: the diagonal matrix
with entries `n/2 - k`, `k = 0, ..., n`. -/
def spinJz (n : ℕ) : Matrix (Fin (n + 1)) (Fin (n + 1)) ℂ :=
  Matrix.diagonal fun k => (n : ℂ) / 2 - ((k : ℕ) : ℂ)
```

Let $\theta$ be a real number. It is **half** the rotation angle, whereas many textbooks use the same letter for the full angle. The character is defined as

$$\chi_n(\theta) = \sum_{k=0}^{n} e^{i(n-2k)\theta},$$

where the integers $n-2k$, called weights, are twice the magnetic quantum numbers. In Lean $\chi_n(\theta)$ is `su2Character n θ`, a complex number, and `Finset.range (n + 1)` is again the set $0, \dots, n$.

```lean
/-- The spin-`n/2` character of SU(2) as a sum over weights, `∑ exp(i (n - 2k) θ)` for
`k = 0, ..., n`. -/
def su2Character (n : ℕ) (θ : ℝ) : ℂ :=
  ∑ k ∈ Finset.range (n + 1), Complex.exp (((n : ℂ) - 2 * (k : ℂ)) * θ * Complex.I)
```

One step is taken from the theory of angular momentum: that the irreducible representation of SU(2) with spin $n/2$ has exactly these eigenvalues of $J_z$, each once. The matrices $J_x$ and $J_y$, and the representation itself, are not constructed.

## (a) The trace of a rotation about the z axis

Show that the weight sum is the trace of a rotation operator:

$$\operatorname{tr} e^{2i\theta J_z} = \chi_n(\theta).$$

The matrix $2i\theta J_z$ is diagonal, with entries $2i\theta(n/2-k) = i(n-2k)\theta$. Powers of a diagonal matrix are taken entry by entry, and so is the exponential series. The exponential is therefore diagonal with entries $e^{i(n-2k)\theta}$, and their sum is $\chi_n(\theta)$. With the common convention $e^{-i\varphi J_z}$ for a rotation by $\varphi$, this operator has $\varphi = -2\theta$; the sign does not affect the trace, because reversing the sign of every weight gives the same set of weights.

In the Lean proof, `h` computes the diagonal entries and `Matrix.exp_diagonal` moves the exponential inside the diagonal. What remains is the exponential of a list of $n+1$ numbers, and `NormedSpace.map_exp` identifies its $k$-th component with the ordinary complex exponential.

```lean
/-- The weight sum is the trace of the spin-`n/2` rotation operator `exp(2 i θ J_z)`. -/
theorem trace_rotation (n : ℕ) (θ : ℝ) :
    Matrix.trace (NormedSpace.exp ((2 * (θ : ℂ) * Complex.I) • spinJz n))
      = su2Character n θ := by
  have h : (2 * (θ : ℂ) * Complex.I) • spinJz n = Matrix.diagonal
      (fun k : Fin (n + 1) => ((n : ℂ) - 2 * ((k : ℕ) : ℂ)) * θ * Complex.I) := by
    unfold spinJz
    rw [← Matrix.diagonal_smul]
    congr 1
    funext k
    simp only [Pi.smul_apply, smul_eq_mul]
    ring
  -- the exponential of a diagonal matrix is taken entry by entry
  rw [h, Matrix.exp_diagonal, Matrix.trace_diagonal]
  unfold su2Character
  rw [Finset.sum_range]
  apply Finset.sum_congr rfl
  intro k _
  rw [Complex.exp_eq_exp_ℂ]
  exact NormedSpace.map_exp (Pi.evalRingHom (fun _ : Fin (n + 1) => ℂ) k) (continuous_apply k)
    (fun j : Fin (n + 1) => ((n : ℂ) - 2 * ((j : ℕ) : ℂ)) * θ * Complex.I)
```

## (b) Adding one state to the multiplet

Show that

$$\chi_{n+1}(\theta) = e^{i\theta}\,\chi_n(\theta) + e^{-i(n+1)\theta}.$$

The weights of $\chi_{n+1}$ are $n+1-2k$ with $k = 0, \dots, n+1$. For $k \le n$ each equals $(n-2k)+1$, so these terms are those of $\chi_n$ multiplied by $e^{i\theta}$. The remaining term, $k = n+1$, has weight $n+1-2(n+1) = -(n+1)$.

`Finset.sum_range_succ` splits off this last term, and `Finset.mul_sum` takes the factor $e^{i\theta}$ into the sum. The two bullets then compare the old terms and the new one.

```lean
/-- Raising `n` by one multiplies every old phase by `exp(i θ)` and adds one new lowest weight. -/
theorem character_succ (n : ℕ) (θ : ℝ) :
    su2Character (n + 1) θ = Complex.exp (θ * Complex.I) * su2Character n θ
      + Complex.exp (-((n : ℂ) + 1) * θ * Complex.I) := by
  unfold su2Character
  rw [Finset.sum_range_succ, Finset.mul_sum]
  congr 1
  · apply Finset.sum_congr rfl
    intro k _
    rw [← Complex.exp_add]
    congr 1
    push_cast
    ring
  · congr 1
    push_cast
    ring
```

## (c) Coupling a further spin 1/2

Show that

$$\chi_{n+2}(\theta) = 2\cos\theta\,\chi_{n+1}(\theta) - \chi_n(\theta).$$

Write $z = e^{i\theta}$ and $w = e^{-i\theta}$, so that $zw = 1$ and $z + w = 2\cos\theta$. Part (b), with $n+1$ in place of $n$, reads

$$\chi_{n+2} = z\chi_{n+1} + w^{n+2}.$$

Part (b) as it stands, multiplied by $w$, reads

$$w\chi_{n+1} = zw\,\chi_n + w^{n+2} = \chi_n + w^{n+2}.$$

Subtracting the second line from the first removes $w^{n+2}$ and leaves $\chi_{n+2} - w\chi_{n+1} = z\chi_{n+1} - \chi_n$, which is the claim.

With $\chi_n$ moved to the left, this is the trace form of a familiar coupling rule: a spin $1/2$, with character $2\cos\theta$, combined with spin $(n+1)/2$ gives spins $(n+2)/2$ and $n/2$. For $n = 0$ it describes two spins $1/2$ forming a triplet and a singlet. The theorem is the identity between the traces, not the decomposition of the product space.

In Lean, `h1` and `h2` are the two uses of part (b), `hzw` is $zw = 1$, `hw` rewrites the lowest phase, and `hc` is the formula for the cosine. The final `linear_combination` performs the subtraction.

```lean
/-- The three-term recurrence for the characters: the one for `n + 2` is `2 cos θ` times the one for
`n + 1`, minus the one for `n`. -/
theorem character_add_two (n : ℕ) (θ : ℝ) :
    su2Character (n + 2) θ
      = 2 * Complex.cos θ * su2Character (n + 1) θ - su2Character n θ := by
  have h1 : su2Character (n + 2) θ = _ := character_succ (n + 1) θ
  have h2 := character_succ n θ
  have hzw : Complex.exp (θ * Complex.I) * Complex.exp (-(θ : ℂ) * Complex.I) = 1 := by
    rw [← Complex.exp_add, neg_mul, add_neg_cancel, Complex.exp_zero]
  have hw : Complex.exp (-(((n + 1 : ℕ) : ℂ) + 1) * θ * Complex.I)
      = Complex.exp (-(θ : ℂ) * Complex.I)
        * Complex.exp (-((n : ℂ) + 1) * θ * Complex.I) := by
    rw [← Complex.exp_add]
    congr 1
    push_cast
    ring
  have hc : 2 * Complex.cos θ
      = Complex.exp (θ * Complex.I) + Complex.exp (-(θ : ℂ) * Complex.I) := by
    rw [Complex.cos]
    ring
  rw [hc]
  linear_combination h1 - Complex.exp (-(θ : ℂ) * Complex.I) * h2 + hw
    - su2Character n θ * hzw
```

## (d) The recurrence for the polynomials

Let $U_n$ be the Chebyshev polynomials of the second kind. Show that for every real $x$

$$U_{n+2}(x) = 2x\,U_{n+1}(x) - U_n(x).$$

If the polynomials are defined by $U_0 = 1$, $U_1 = 2x$ and this recurrence, as in Mathlib, it is enough to insert the value of $x$. If they are defined by $U_n(\cos\theta) = \sin((n+1)\theta)/\sin\theta$, use

$$\sin((n+3)\theta) + \sin((n+1)\theta) = 2\cos\theta\,\sin((n+2)\theta)$$

and divide by $\sin\theta \neq 0$. The two sides of the recurrence are then polynomials that agree at infinitely many points, hence everywhere.

The expression `(U ℝ (n : ℤ)).eval x` is $U_n(x)$ with real coefficients. Mathlib indexes these polynomials by integers, so the natural number $n$ is converted first. `simp` unfolds the recurrence and evaluates it.

```lean
/-- The three-term recurrence `U_{n+2}(x) = 2 x U_{n+1}(x) - U_n(x)` for the values of the
Chebyshev polynomials of the second kind. -/
theorem U_recurrence (n : ℕ) (x : ℝ) :
    (U ℝ ((n + 2 : ℕ) : ℤ)).eval x
      = 2 * x * (U ℝ ((n + 1 : ℕ) : ℤ)).eval x - (U ℝ (n : ℤ)).eval x := by
  simp
```

## (e) The polynomial and the character agree

Show that for every $n$ and every real $\theta$

$$U_n(\cos\theta) = \chi_n(\theta) = \sum_{k=0}^{n} e^{i(n-2k)\theta}.$$

For $n = 0$ both sides are $1$. For $n = 1$ the left side is $2\cos\theta$ and the right side is $e^{i\theta} + e^{-i\theta} = 2\cos\theta$. If the identity holds for $n$ and $n+1$, parts (c) and (d) give

$$U_{n+2}(\cos\theta) = 2\cos\theta\,U_{n+1}(\cos\theta) - U_n(\cos\theta) = 2\cos\theta\,\chi_{n+1}(\theta) - \chi_n(\theta) = \chi_{n+2}(\theta).$$

The left side of the Lean statement is a real number regarded as a complex one, so the theorem also shows that the sum of phases is real. `Nat.twoStepInduction` is the induction with two starting values, and `ih0` and `ih1` are the hypotheses for $n$ and $n+1$.

```lean
/-- The Chebyshev polynomial of the second kind at `cos θ` is the spin-`n/2` character of SU(2):
`U_n(cos θ) = ∑ exp(i (n - 2k) θ)`, summed over `k = 0, ..., n`. -/
theorem U_cos_eq_character (n : ℕ) (θ : ℝ) :
    (((U ℝ (n : ℤ)).eval (Real.cos θ) : ℝ) : ℂ) = su2Character n θ := by
  induction n using Nat.twoStepInduction with
  | zero => simp [su2Character]
  | one =>
    have e : su2Character 1 θ = 2 * Complex.cos θ := by
      unfold su2Character
      rw [Finset.sum_range_succ, Finset.sum_range_one, Complex.cos, mul_div_cancel₀ _ two_ne_zero]
      congr 2 <;> push_cast <;> ring
    rw [e]
    simp
  | more n ih0 ih1 =>
    -- both sides obey the same recurrence
    rw [U_recurrence, character_add_two, ← ih0, ← ih1]
    push_cast
    ring
```

## (f) A bound from the number of states

Show that for $|x| \le 1$

$$|U_n(x)| \le n+1.$$

Choose $\theta = \arccos x$, so that $\cos\theta = x$. By part (e) and the triangle inequality,

$$|U_n(x)| = \Bigl|\sum_{k=0}^{n} e^{i(n-2k)\theta}\Bigr| \le \sum_{k=0}^{n} \bigl|e^{i(n-2k)\theta}\bigr| = n+1,$$

since each term is a phase of modulus one. In terms of the spin, the trace of the rotation cannot exceed the dimension of the multiplet in modulus.

The hypothesis `hx` places $x$ in $[-1,1]$, where `Real.cos_arccos` applies. `norm_sum_le` is the triangle inequality, and `hphase` states that each term has modulus one.

```lean
/-- On `[-1, 1]` the polynomial `U_n` is bounded in modulus by `n + 1`. -/
theorem abs_U_le (n : ℕ) {x : ℝ} (hx : |x| ≤ 1) :
    |(U ℝ (n : ℤ)).eval x| ≤ n + 1 := by
  obtain ⟨hl, hr⟩ := abs_le.mp hx
  have h := U_cos_eq_character n (Real.arccos x)
  rw [Real.cos_arccos hl hr] at h
  rw [← Real.norm_eq_abs, ← Complex.norm_real, h]
  unfold su2Character
  -- each weight contributes a phase of modulus one
  refine (norm_sum_le _ _).trans (le_of_eq ?_)
  have hphase : ∀ k ∈ Finset.range (n + 1),
      ‖Complex.exp (((n : ℂ) - 2 * (k : ℂ)) * (Real.arccos x : ℝ) * Complex.I)‖ = (1 : ℝ) := by
    intro k _
    have := Complex.norm_exp_ofReal_mul_I (((n : ℝ) - 2 * (k : ℝ)) * Real.arccos x)
    push_cast at this
    exact this
  rw [Finset.sum_congr rfl hphase]
  simp
```

## (g) The value at the right endpoint

Show that

$$U_n(1) = n+1.$$

The values for $n = 0$ and $n = 1$ are $1$ and $2$. If the formula holds for $n$ and $n+1$, the recurrence at $x = 1$ gives

$$U_{n+2}(1) = 2(n+2) - (n+1) = n+3.$$

The point $x = 1$ corresponds to $\theta = 0$, where the rotation is the identity and its trace counts the states. The Lean proof is the same two-step induction, with `ring` doing the arithmetic.

```lean
/-- At the right endpoint, `U_n(1) = n + 1`. -/
theorem U_at_one (n : ℕ) : (U ℝ (n : ℤ)).eval 1 = (n : ℝ) + 1 := by
  induction n using Nat.twoStepInduction with
  | zero => simp
  | one => norm_num
  | more n ih0 ih1 =>
    rw [U_recurrence, ih0, ih1]
    push_cast
    ring
```

## (h) The value at the left endpoint

Show that

$$U_n(-1) = (-1)^n (n+1).$$

The first two values are $1$ and $-2$. The recurrence at $x = -1$ then gives

$$U_{n+2}(-1) = -2(-1)^{n+1}(n+2) - (-1)^n(n+1) = (-1)^n(n+3),$$

and $(-1)^n = (-1)^{n+2}$. Here $\theta = \pi$, a rotation by $2\pi$. The sign is the one that a half-integer spin (odd $n$) acquires in a full turn and an integer spin does not.

```lean
/-- At the left endpoint, `U_n(-1) = (-1)^n (n + 1)`. -/
theorem U_at_neg_one (n : ℕ) : (U ℝ (n : ℤ)).eval (-1) = (-1) ^ n * ((n : ℝ) + 1) := by
  induction n using Nat.twoStepInduction with
  | zero => simp
  | one => norm_num
  | more n ih0 ih1 =>
    rw [U_recurrence, ih0, ih1]
    push_cast
    ring
```

## (i) Where the bound is reached

Let $n \ge 1$ and $|x| \le 1$. Show that

$$|U_n(x)| = n+1 \quad\Longleftrightarrow\quad x = 1 \ \text{ or } \ x = -1.$$

Parts (g) and (h) give the direction from right to left. For the other direction, suppose that $|x| < 1$, and write $n = m+1$ with $m \ge 0$ and $x = \cos\theta$. Let $T_j$ be the Chebyshev polynomials of the first kind, for which $T_j(\cos\theta) = \cos(j\theta)$. The addition theorem

$$\sin((m+2)\theta) = \cos\theta\,\sin((m+1)\theta) + \sin\theta\,\cos((m+1)\theta),$$

divided by $\sin\theta$, which is not zero because $|x| < 1$, becomes

$$U_{m+1}(x) = x\,U_m(x) + T_{m+1}(x).$$

The last term is a cosine, so its modulus is at most one. With part (f) for $U_m$,

$$|U_{m+1}(x)| \le |x|(m+1) + 1 < (m+1) + 1 = n+1,$$

and the bound is not reached. The case $n = 0$ is excluded because $U_0 = 1$ meets the bound at every $x$. For nonzero spin, the trace thus has its largest modulus only when the rotation angle $2\theta$ is a multiple of $2\pi$.

The Lean proof argues by contradiction. `hlt` is $|x| < 1$, `hU` is the splitting into $U_m$ and $T_{m+1}$, taken from Mathlib, and `hT` bounds the cosine. The triangle inequality `htri`, the bound `hprod` on $|x|\,|U_m(x)|$ and the strict inequality `hstrict` are combined by `linarith`.

```lean
/-- For `n ≥ 1` and `x` in `[-1, 1]`, the bound `|U_n(x)| ≤ n + 1` is attained exactly at the
two endpoints `x = 1` and `x = -1`. -/
theorem abs_U_eq_iff {n : ℕ} (hn : n ≠ 0) {x : ℝ} (hx : |x| ≤ 1) :
    |(U ℝ (n : ℤ)).eval x| = n + 1 ↔ x = 1 ∨ x = -1 := by
  constructor
  · intro h
    by_contra hne
    have hlt : |x| < 1 := lt_of_le_of_ne hx fun h1 => hne ((abs_eq zero_le_one).mp h1)
    obtain ⟨m, rfl⟩ := Nat.exists_eq_succ_of_ne_zero hn
    -- split off a Chebyshev polynomial of the first kind, which is a cosine
    have hU : (U ℝ ((m + 1 : ℕ) : ℤ)).eval x
        = x * (U ℝ (m : ℤ)).eval x + (T ℝ ((m : ℤ) + 1)).eval x := by
      have := congrArg (Polynomial.eval x) (U_eq_X_mul_U_add_T ℝ (m : ℤ))
      simpa using this
    have hT : |(T ℝ ((m : ℤ) + 1)).eval x| ≤ 1 := by
      obtain ⟨hl, hr⟩ := abs_le.mp hx
      rw [← Real.cos_arccos hl hr, T_real_cos]
      exact Real.abs_cos_le_one _
    have hm := abs_U_le m hx
    have htri := abs_add_le (x * (U ℝ (m : ℤ)).eval x) ((T ℝ ((m : ℤ) + 1)).eval x)
    rw [← hU, abs_mul] at htri
    have hprod := mul_le_mul_of_nonneg_left hm (abs_nonneg x)
    have hpos : (0 : ℝ) < (m : ℝ) + 1 := by positivity
    have hstrict := mul_lt_mul_of_pos_right hlt hpos
    push_cast at h htri
    linarith
  · rintro (rfl | rfl)
    · rw [U_at_one, abs_of_nonneg (by positivity)]
    · rw [U_at_neg_one, abs_mul, abs_pow, abs_neg, abs_one, one_pow, one_mul,
        abs_of_nonneg (by positivity)]

end

end ChebyshevCharacter
```

```lean
#print axioms ChebyshevCharacter.trace_rotation
#print axioms ChebyshevCharacter.U_cos_eq_character
#print axioms ChebyshevCharacter.abs_U_eq_iff
```

```
'ChebyshevCharacter.trace_rotation' depends on axioms: [propext, Classical.choice, Quot.sound]
'ChebyshevCharacter.U_cos_eq_character' depends on axioms: [propext, Classical.choice, Quot.sound]
'ChebyshevCharacter.abs_U_eq_iff' depends on axioms: [propext, Classical.choice, Quot.sound]
```
